# With time reversal and zero total charge, band crossings number a multiple of four if all have unit charge and none lies at a self-inverse momentum

## Six nodes that cannot be the whole list

Suppose a search for Weyl points in a non-magnetic crystal returns six crossings between the same two bands, and that these bands are taken to touch only at isolated points. The crossings form three pairs $k$, $-k$, none lies at a momentum equal to its own negative, and each is assumed to carry charge $+1$ or $-1$. Every partner required by time reversal is present, so the list looks complete. Without a rule for the number of nodes, it may well be accepted.

Yet under these assumptions it cannot be complete. Time reversal gives both members of a pair the same charge, so the pairs contribute $\pm2$ each, and three numbers $\pm2$ never add up to zero. The total charge over the Brillouin zone has to vanish, so either nodes are missing, in pairs or at self-inverse momenta, or one of the assumptions is wrong.

## Charges and symmetries

An isolated crossing of two bands in three dimensions carries an integer charge: the flux of the lower band's Berry curvature through a small sphere around it, divided by $2\pi$. For an ordinary Weyl point the charge is $\pm1$.

Time reversal and inversion both send $k$ to $-k$, and both reverse the outward normal when the sphere around $k$ is carried to the sphere around $-k$. They differ in what they do to the Berry curvature $\Omega$:

- Time reversal gives $\Omega(-k)=-\Omega(k)$. The two signs cancel in the flux, and the charges obey $c(-k)=c(k)$.
- Inversion gives $\Omega(-k)=\Omega(k)$. Only the normal changes sign, and the charges obey $c(-k)=-c(k)$.

Momenta that differ by a reciprocal lattice vector are the same point. A momentum can therefore satisfy $-k=k$ without being zero, as points at the centres of zone faces do. Such self-inverse momenta need care under time reversal, because a node there has no separate partner. In chiral crystals with spin-orbit coupling, Kramers degeneracy can put Weyl points at exactly these momenta.

## The statement in words

Momenta are elements of a type `G` with `AddCommGroup G`, that is, any abelian group. The Brillouin torus is one example and a uniform periodic mesh that contains $k=0$ is another. The minus sign in `-k` is negation in this group, so equality up to a reciprocal lattice vector is built in. The nodes form a `Finset G` called `S`, and the charges are a function `c : G → ℤ`, whose values matter only at the nodes and their negatives.

Two definitions do the bookkeeping. `totalCharge S c` is the sum of $c(k)$ over $S$, written $Q$ below. `nodes S c q` is the set of nodes with charge $q$, and $N_q$ denotes its size. The number of all nodes, `S.card`, is written $N$.

The hypotheses translate as follows:

- `hneg`: if $k$ is a node, so is $-k$.
- `hfix`: no node is self-inverse.
- `hc`: every charge is $+1$ or $-1$; in the theorem with both symmetries, it says only that every charge is nonzero.
- `hT`: the time-reversal rule $c(-k)=c(k)$ on $S$.
- `hP`: the inversion rule $c(-k)=-c(k)$ on $S$.
- `h0`: the total charge is zero.

The results are these:

1. Under `hneg`, `hfix`, `hc` and `hT`, the difference $N-Q$ is divisible by 4. With `h0` as well, 4 divides $N$.
2. Under `hneg` and `hP`, $N_q=N_{-q}$ for every integer $q$, and $Q=0$. Charges of any size are allowed, and so are self-inverse momenta.
3. If the charges are nonzero and obey both `hT` and `hP`, then $S$ is empty.

The theorems start from the charges; there is no Hamiltonian and no Berry curvature in them. The two symmetry rules are hypotheses that stand for the flux argument above. Under time reversal, zero total charge is assumed too. It stands for the Nielsen–Ninomiya cancellation, which comes from the periodicity of the Brillouin zone. Under inversion it follows from the pairing alone, which is a much weaker fact than cancellation in a general crystal. Finiteness of $S$ leaves out nodal lines and nodal planes. Nodal planes can carry charge too, and then the charges of the isolated nodes need not add up to zero.

For electronic-structure work, the result is a consistency check on a computed list of Weyl points, valid for finitely many isolated nodes of unit charge away from self-inverse momenta in the time-reversal case.

## The derivation

**Pairs.** Let $S$ be closed under $k\mapsto-k$ and contain no self-inverse momentum. Each $k$ in $S$ belongs to the pair $\{k,-k\}$, which has two distinct elements. Since $-(-k)=k$, two such pairs are either equal or disjoint. So $S$ splits into pairs and its size is even. The empty set, with no pairs, is included.

**Counting charges.** If all charges are $\pm1$, then

$$N=N_{1}+N_{-1},\qquad Q=N_{1}-N_{-1}.$$

Subtracting gives

$$N=Q+2N_{-1}.$$

**Time reversal.** Take a node $k$ of charge $-1$. Its partner $-k$ is a node, and $c(-k)=c(k)=-1$. The negative nodes therefore form a set closed under negation, again without self-inverse momenta. By the pairing argument $N_{-1}=2m$ for some natural number $m$, so

$$N-Q=4m.$$

If $Q=0$, then $N=4m$.

**Inversion.** If $k$ is a node of charge $q$, then $-k$ is a node of charge $-q$. The map $k\mapsto-k$ thus sends nodes of charge $q$ to nodes of charge $-q$. Applying it twice returns the starting point, so it is a bijection and $N_q=N_{-q}$.

For the total charge, a pair with $-k\neq k$ contributes $c(k)+c(-k)=0$. At a self-inverse momentum the rule reads $c(k)=-c(k)$, so $c(k)=0$. Every contribution vanishes, and $Q=0$.

**Both symmetries.** At any node, $c(k)=c(-k)=-c(k)$, hence $2c(k)=0$ and $c(k)=0$. If charges are nonzero, there can be no node. A crystal with both symmetries can still have band crossings, such as Dirac points, but their charge in this sense is zero.

## Small meshes worked through

Take five momenta $0,1,2,3,4$ with addition modulo 5. Then $-1=4$ and $-2=3$, so the nonzero momenta form the pairs $\{1,4\}$ and $\{2,3\}$. Give the first pair charge $+1$ and the second charge $-1$:

$$Q=1-1-1+1=0,\qquad N=4,\qquad N_{-1}=2.$$

The formula $N=Q+2N_{-1}$ reads $4=0+4$. Four is therefore attained, and no smaller nonempty set is possible under these hypotheses.

With inversion, two nodes suffice. On the mesh $0,1,2$ modulo 3, the momenta 1 and $2=-1$ can carry charges $+1$ and $-1$.

On the mesh $0,1$ modulo 2, both momenta are self-inverse. The time-reversal rule then says only $c(k)=c(k)$, and charges $+1$ and $-1$ are allowed. Here $Q=0$ but $N=2$. The single negative node has no partner, which is where the argument for divisibility by four breaks down. This mesh only tests the hypothesis and is not a model of a crystal: a three-dimensional Brillouin zone has eight self-inverse momenta, and the Kramers degeneracy of electrons with spin-orbit coupling occurs at all of them.

For the six nodes at the start, let $m$ be the number of negative pairs. Then $Q=6-4m$, which is $6$, $2$, $-2$ or $-6$ for $m=0,1,2,3$.

## The check in a node search

Suppose the search gives a list of fractional coordinates with respect to primitive reciprocal lattice vectors. Before counting, the coordinates are reduced modulo 1 and duplicates are merged within a tolerance. Each node is then matched with its negative, also modulo 1, and if any node matches itself, the rule of four does not apply.

For a time-reversal symmetric crystal with unit charges and no self-inverse nodes, the remainder of the list length modulo 4 is already informative. A remainder of 2 in a fully paired list means that the total charge is not zero, and this is known before any charge has been computed. A remainder of 0 does not prove completeness, since two pairs may be missing together.

Once the charges are available, for instance from Wilson loops on small spheres, the sum $Q$ should be checked directly. The assumption of unit charge matters for the count modulo four: one pair of nodes with charge $+2$ each and two pairs with charge $-1$ on each node make six nodes with zero total.

## The Lean file

```lean
import Mathlib

open Finset

namespace BandCrossingCharges

variable {G : Type*} [AddCommGroup G]

/-- The total charge of the band crossings at the momenta in `S`. -/
def totalCharge (S : Finset G) (c : G → ℤ) : ℤ := ∑ k ∈ S, c k

/-- The band crossings in `S` that carry the charge `q`. -/
def nodes (S : Finset G) (c : G → ℤ) (q : ℤ) : Finset G := S.filter (fun k => c k = q)

/-- A finite set of momenta that is closed under `k ↦ -k` and contains no momentum
with `-k = k` has an even number of elements. -/
theorem even_card_of_neg_closed (S : Finset G) (hneg : ∀ k ∈ S, -k ∈ S)
    (hfix : ∀ k ∈ S, -k ≠ k) : 2 ∣ S.card := by
  -- count modulo two: the contributions of k and -k cancel
  have h : ∑ _k ∈ S, (1 : ZMod 2) = 0 :=
    Finset.sum_involution (fun k _ => -k) (fun _ _ => by decide)
      (fun k hk _ => hfix k hk) (fun k hk => hneg k hk) (fun k _ => neg_neg k)
  have h' : (S.card : ZMod 2) = 0 := by simpa using h
  exact (CharP.cast_eq_zero_iff (ZMod 2) 2 S.card).mp h'

omit [AddCommGroup G] in
/-- For crossings of charge `±1`, the number of crossings is the total charge plus twice
the number of negative crossings. -/
theorem card_eq_totalCharge_add (S : Finset G) (c : G → ℤ)
    (hc : ∀ k ∈ S, c k = 1 ∨ c k = -1) :
    (S.card : ℤ) = totalCharge S c + 2 * ((nodes S c (-1)).card : ℤ) := by
  have h : ((nodes S c (-1)).card : ℤ) = ∑ k ∈ S, if c k = -1 then (1 : ℤ) else 0 := by
    simp [nodes]
  rw [h, Finset.mul_sum, totalCharge, ← Finset.sum_add_distrib,
    Finset.card_eq_sum_ones, Nat.cast_sum]
  refine Finset.sum_congr rfl (fun k hk => ?_)
  rcases hc k hk with h1 | h1 <;> norm_num [h1]

/-- Time reversal: let the crossings have charge `±1`, come in pairs `k`, `-k` of equal
charge, and avoid the momenta with `-k = k`. Then their number equals the total charge
modulo four. -/
theorem timeReversal_card_sub_totalCharge (S : Finset G) (c : G → ℤ)
    (hneg : ∀ k ∈ S, -k ∈ S) (hfix : ∀ k ∈ S, -k ≠ k)
    (hc : ∀ k ∈ S, c k = 1 ∨ c k = -1) (hT : ∀ k ∈ S, c (-k) = c k) :
    (4 : ℤ) ∣ (S.card : ℤ) - totalCharge S c := by
  -- the negative crossings are themselves closed under k ↦ -k
  have h2 : 2 ∣ (nodes S c (-1)).card := by
    apply even_card_of_neg_closed
    · intro k hk
      simp only [nodes, Finset.mem_filter] at hk ⊢
      exact ⟨hneg k hk.1, (hT k hk.1).trans hk.2⟩
    · intro k hk
      simp only [nodes, Finset.mem_filter] at hk
      exact hfix k hk.1
  obtain ⟨m, hm⟩ := h2
  have h := card_eq_totalCharge_add S c hc
  rw [hm] at h
  push_cast at h
  exact ⟨(m : ℤ), by linarith⟩

/-- Time reversal with zero total charge: crossings of charge `±1` that come in pairs
`k`, `-k` of equal charge and avoid the momenta with `-k = k` number a multiple of four. -/
theorem timeReversal_four_dvd_card (S : Finset G) (c : G → ℤ)
    (hneg : ∀ k ∈ S, -k ∈ S) (hfix : ∀ k ∈ S, -k ≠ k)
    (hc : ∀ k ∈ S, c k = 1 ∨ c k = -1) (hT : ∀ k ∈ S, c (-k) = c k)
    (h0 : totalCharge S c = 0) : 4 ∣ S.card := by
  have h := timeReversal_card_sub_totalCharge S c hneg hfix hc hT
  rw [h0, sub_zero] at h
  exact_mod_cast h

/-- Inversion: if the crossings come in pairs `k`, `-k` of opposite charge, then
the charges `q` and `-q` are equally numerous. -/
theorem inversion_card_nodes (S : Finset G) (c : G → ℤ)
    (hneg : ∀ k ∈ S, -k ∈ S) (hP : ∀ k ∈ S, c (-k) = -c k) (q : ℤ) :
    (nodes S c q).card = (nodes S c (-q)).card := by
  -- k ↦ -k is a bijection between the two kinds of crossing
  refine Finset.card_bij (fun k _ => -k) ?_ ?_ ?_
  · intro k hk
    simp only [nodes, Finset.mem_filter] at hk ⊢
    exact ⟨hneg k hk.1, by rw [hP k hk.1, hk.2]⟩
  · intro a _ b _ hab
    exact neg_injective hab
  · intro k hk
    simp only [nodes, Finset.mem_filter] at hk
    refine ⟨-k, ?_, neg_neg k⟩
    simp only [nodes, Finset.mem_filter]
    exact ⟨hneg k hk.1, by rw [hP k hk.1, hk.2, neg_neg]⟩

/-- Inversion: if the crossings come in pairs `k`, `-k` of opposite charge, then
the total charge vanishes. -/
theorem inversion_totalCharge (S : Finset G) (c : G → ℤ)
    (hneg : ∀ k ∈ S, -k ∈ S) (hP : ∀ k ∈ S, c (-k) = -c k) :
    totalCharge S c = 0 := by
  unfold totalCharge
  refine Finset.sum_involution (fun k _ => -k) ?_ ?_ (fun k hk => hneg k hk)
    (fun k _ => neg_neg k)
  · intro k hk
    rw [hP k hk, add_neg_cancel]
  · -- a crossing at a momentum with -k = k would have zero charge
    intro k hk hne heq
    have h := hP k hk
    rw [heq] at h
    exact hne (by omega)

/-- If the charges are nonzero and obey both the time-reversal rule `c (-k) = c k` and the
inversion rule `c (-k) = -c k`, there are no crossings. -/
theorem both_symmetries_empty (S : Finset G) (c : G → ℤ) (hc : ∀ k ∈ S, c k ≠ 0)
    (hT : ∀ k ∈ S, c (-k) = c k) (hP : ∀ k ∈ S, c (-k) = -c k) : S = ∅ := by
  refine Finset.eq_empty_of_forall_notMem (fun k hk => hc k hk ?_)
  have h1 := hT k hk
  have h2 := hP k hk
  omega

/-- For `n ≥ 1`, the charges on a mesh of `n` momenta that are `+1` at `k = 1` and `k = -1` and `-1`
elsewhere. -/
def evenCharge (n : ℕ) (k : ZMod n) : ℤ := if k = 1 ∨ k = -1 then 1 else -1

/-- On a mesh of five momenta, the four nonzero ones carry time-reversal symmetric
charges `±1` with zero total, and none of them satisfies `-k = k`. -/
theorem timeReversal_witness :
    let S : Finset (ZMod 5) := {1, 2, 3, 4}
    (∀ k ∈ S, -k ∈ S) ∧ (∀ k ∈ S, -k ≠ k) ∧
      (∀ k ∈ S, evenCharge 5 k = 1 ∨ evenCharge 5 k = -1) ∧
      (∀ k ∈ S, evenCharge 5 (-k) = evenCharge 5 k) ∧
      totalCharge S (evenCharge 5) = 0 ∧ S.card = 4 := by
  unfold evenCharge totalCharge
  decide

/-- On a mesh of three momenta, the two nonzero ones carry opposite charges `±1`
that obey the inversion rule. -/
theorem inversion_witness :
    let S : Finset (ZMod 3) := {1, 2}
    let c : ZMod 3 → ℤ := fun k => if k = 1 then 1 else -1
    (∀ k ∈ S, -k ∈ S) ∧ (∀ k ∈ S, c (-k) = -c k) ∧ S.card = 2 := by
  decide

/-- On a mesh of two momenta, both with `-k = k`, charges `+1` and `-1` obey the
time-reversal rule and have zero total, yet the number of crossings is not a multiple
of four. -/
theorem self_inverse_counterexample :
    let S : Finset (ZMod 2) := {0, 1}
    let c : ZMod 2 → ℤ := fun k => if k = 0 then 1 else -1
    (∀ k ∈ S, -k = k) ∧ (∀ k ∈ S, c (-k) = c k) ∧
      totalCharge S c = 0 ∧ ¬ 4 ∣ S.card := by
  unfold totalCharge
  decide

end BandCrossingCharges
```

```lean
#print axioms BandCrossingCharges.timeReversal_card_sub_totalCharge
-- 'BandCrossingCharges.timeReversal_card_sub_totalCharge' depends on axioms: [propext, Classical.choice, Quot.sound]
#print axioms BandCrossingCharges.timeReversal_four_dvd_card
-- 'BandCrossingCharges.timeReversal_four_dvd_card' depends on axioms: [propext, Classical.choice, Quot.sound]
#print axioms BandCrossingCharges.both_symmetries_empty
-- 'BandCrossingCharges.both_symmetries_empty' depends on axioms: [propext, Classical.choice, Quot.sound]
#print axioms BandCrossingCharges.self_inverse_counterexample
-- 'BandCrossingCharges.self_inverse_counterexample' depends on axioms: [propext, Classical.choice, Quot.sound]
```

## The proof, lemma by lemma

`even_card_of_neg_closed` is the pairing argument, carried out as a sum modulo 2. Each node contributes 1, and `Finset.sum_involution` shows that the sum is zero once four things are known: the contributions of $k$ and $-k$ cancel, $-k$ differs from $k$, $-k$ lies in $S$, and negating twice gives back $k$. The first is $1+1=0$ in `ZMod 2`. The sum equals the number of nodes modulo 2, so that number is even.

`card_eq_totalCharge_add` proves $N=Q+2N_{-1}$ node by node. It writes $N_{-1}$ as a sum of indicators, equal to 1 on negative nodes and 0 elsewhere, and merges the sums. What remains is $1=1+2\cdot0$ for a positive node and $1=-1+2\cdot1$ for a negative one, the two cases opened by `rcases`. Negation of momenta plays no part in this count.

`timeReversal_card_sub_totalCharge` applies the pairing lemma to `nodes S c (-1)`. Its first bullet shows that this set is closed under negation, using `hneg` for membership and `hT` for the charge. The second inherits the absence of self-inverse momenta from $S$. The lemma then supplies the number `m` with $N_{-1}=2m$, and `linarith` obtains $N-Q=4m$ from the counting formula. `timeReversal_four_dvd_card` sets $Q=0$ and passes from integers back to natural numbers.

`inversion_card_nodes` uses `Finset.card_bij` with the map $k\mapsto-k$. The three goals are that the map lands among the nodes of charge $-q$, that it is injective, and that every node of charge $-q$ is reached. For the last, the preimage of $k$ is $-k$.

`inversion_totalCharge` returns to `Finset.sum_involution`, now with the charges themselves as summands. Partners cancel by `hP`. The lemma also asks that a node with nonzero charge be different from its negative. If it were not, `hP` would give $c(k)=-c(k)$, from which `omega` obtains $c(k)=0$, contradicting the nonzero charge.

`both_symmetries_empty` takes an arbitrary node and combines the two values of $c(-k)$. Again `omega` concludes that the charge is zero, against `hc`.

The last three theorems are the meshes worked through above. The function `evenCharge` gives the charges on the five-point mesh. Since each claim concerns finitely many momenta, `decide` settles it by evaluation. `self_inverse_counterexample` is the two-point mesh, and it shows that `timeReversal_four_dvd_card` would be false without `hfix`.
